# At fixed Fock matrix, a level shift selects a commuting density exactly when it exceeds the highest occupied minus the lowest virtual level

An SCF calculation on an open-shell heavy atom can arrive at a density that leaves a low orbital empty and fills a higher one. Without a level shift, the next aufbau step would move the electron down. With a large shift, the same occupation is chosen again and the calculation can stop there. How large must the shift be?

Let $F$ be the Hermitian Fock matrix in an orthonormal basis, $D$ the projector onto the $N$ occupied orbitals, and $b$ the real shift added to the virtual space. Suppose that $FD=DF$, the usual SCF stationarity condition, and let $\varepsilon_H$ and $\varepsilon_L$ be the highest occupied and lowest virtual levels. Then $D$ is the unique minimizer of $\operatorname{tr}[(F+b(1-D))P]$ over $N$-electron projectors $P$ exactly when $b>\varepsilon_H-\varepsilon_L$.

Here $F$ is held fixed. In a real SCF cycle it changes with the density, so the result says when the next step is sure to select $D$ again, and leaves open whether the iteration converges from nearby densities.

## Densities, levels and the shifted matrix

```lean
import Mathlib

open Matrix
open scoped ComplexOrder

namespace LevelShiftThreshold

variable {n : Type*} [Fintype n] [DecidableEq n]
```

The finite type `n` labels an orthonormal basis of orbitals or spinors. Matrices and vectors have complex entries indexed by it.

```lean
/-- An `N`-electron density matrix: an orthogonal projector with trace `N`. -/
structure IsDensity (N : ℕ) (P : Matrix n n ℂ) : Prop where
  herm : P.IsHermitian
  idem : P * P = P
  electrons : P.trace = (N : ℂ)
```

`IsDensity N P` collects three conditions: $P^\dagger=P$, $P^2=P$ and $\operatorname{tr}P=N$. The eigenvalues of $P$, which are the occupations of its natural spin orbitals or spinors, are therefore zero or one. A basis orbital can still have a fractional population $P_{ii}$.

```lean
/-- The levels of `F` in the range of `R`: real orbital energies `ε` of normalised
orbitals `v` with `R v = v` and `F v = ε v`. -/
def levels (F R : Matrix n n ℂ) : Set ℝ :=
  {ε | ∃ v : n → ℂ, star v ⬝ᵥ v = 1 ∧ R *ᵥ v = v ∧ F *ᵥ v = (ε : ℂ) • v}
```

`levels F R` is the set of real $\varepsilon$ for which some $v$ satisfies $v^\dagger v=1$, $Rv=v$ and $Fv=\varepsilon v$. In Lean, `*ᵥ` is matrix times vector and `⬝ᵥ` is the dot product. Occupied levels are `levels F D`, virtual levels `levels F (1 - D)`.

```lean
/-- The level-shifted Fock matrix `F + b (1 - D)`. -/
def shifted (F D : Matrix n n ℂ) (b : ℝ) : Matrix n n ℂ := F + (b : ℂ) • (1 - D)
```

This is $F_b=F+b(1-D)$. It raises every virtual level by $b$ and leaves the occupied ones alone.

```lean
/-- The real part of `tr (H P)`, the energy of `P` for a Hermitian `H`. -/
def energy (H P : Matrix n n ℂ) : ℝ := (H * P).trace.re
```

`energy H P` is $\operatorname{Re}\operatorname{tr}(HP)$, and the trace is already real when both matrices are Hermitian. For a Fock matrix and a density that commutes with it, this is the sum of the occupied orbital energies, not the total SCF energy. The same function later supplies the overlap $\operatorname{tr}(DP)$.

```lean
/-- `D` is an `N`-electron density matrix, and every other one has a higher energy. -/
def IsUniqueMinimizer (N : ℕ) (H D : Matrix n n ℂ) : Prop :=
  IsDensity N D ∧ ∀ P, IsDensity N P → P ≠ D → energy H D < energy H P
```

`IsUniqueMinimizer` says that $D$ is an $N$-electron density and that every different one has strictly higher energy. A tie is enough to make it false.

## Two positivity statements and an overlap bound

```lean
/-- If a Hermitian `F` commutes with the orthogonal projector `R` and has no level above `t`
in the range of `R`, then `R (t - F)` is positive semidefinite. -/
theorem posSemidef_of_levels_le {F R : Matrix n n ℂ} (hF : F.IsHermitian)
    (hR : R.IsHermitian) (hRR : R * R = R) (hc : F * R = R * F) {t : ℝ}
    (ht : ∀ ε ∈ levels F R, ε ≤ t) : (R * ((t : ℂ) • 1 - F)).PosSemidef := by
  have hc' : R * ((t : ℂ) • 1 - F) = ((t : ℂ) • 1 - F) * R := by
    rw [mul_sub, sub_mul, hc, mul_smul_comm, smul_mul_assoc, mul_one, one_mul]
  have hA : (R * ((t : ℂ) • 1 - F)).IsHermitian := by
    have h1 : ((t : ℂ) • (1 : Matrix n n ℂ) - F)ᴴ = (t : ℂ) • 1 - F := by
      simp [conjTranspose_sub, conjTranspose_smul, hF.eq]
    rw [Matrix.IsHermitian, conjTranspose_mul, h1, hR.eq, hc']
  rw [hA.posSemidef_iff_eigenvalues_nonneg]
  intro i
  by_contra hneg
  -- an eigenvector with negative eigenvalue would be an orbital above `t`
  obtain ⟨μ, hμ, v, hv1, hv⟩ : ∃ μ : ℝ, μ < 0 ∧ ∃ v : n → ℂ, star v ⬝ᵥ v = 1 ∧
      (R * ((t : ℂ) • 1 - F)) *ᵥ v = (μ : ℂ) • v := by
    refine ⟨hA.eigenvalues i, not_le.mp hneg, (hA.eigenvectorBasis i).ofLp, ?_, ?_⟩
    · have h : inner ℂ (hA.eigenvectorBasis i) (hA.eigenvectorBasis i) = 1 := by
        rw [inner_self_eq_norm_sq_to_K, hA.eigenvectorBasis.orthonormal.1 i]
        simp
      rw [EuclideanSpace.inner_eq_star_dotProduct, dotProduct_comm] at h
      exact h
    · rw [hA.mulVec_eigenvectorBasis i]
      ext j
      simp
  have h1 : (μ : ℂ) • (R *ᵥ v) = (μ : ℂ) • v := by
    rw [← mulVec_smul, ← hv, mulVec_mulVec, ← mul_assoc, hRR]
  have hμ0 : (μ : ℂ) ≠ 0 := by exact_mod_cast hμ.ne
  have hRv : R *ᵥ v = v := smul_right_injective (n → ℂ) hμ0 h1
  rw [hc', ← mulVec_mulVec, hRv, sub_mulVec, smul_mulVec, one_mulVec] at hv
  have := ht (t - μ) ⟨v, hv1, hRv, by
    rw [Complex.ofReal_sub, sub_smul, ← hv, sub_sub_cancel]⟩
  linarith
```

If no level of $F$ in the range of $R$ exceeds $t$, then $A=R(t-F)$ is positive semidefinite. By hand: $A$ is Hermitian because $R$ and $F$ commute. Suppose $Av=\mu v$ with $\mu<0$ and $v^\dagger v=1$. Since $RA=A$, we get $\mu Rv=\mu v$, hence $Rv=v$. Then
$$\mu v=(t-F)Rv=(t-F)v,\qquad Fv=(t-\mu)v,$$
so $t-\mu>t$ is a level in the range of $R$, a contradiction.

The Lean proof takes $v$ from Mathlib's eigenvector basis, cancels $\mu$ to obtain `hRv`, and lets `linarith` find the contradiction between the inequalities.

```lean
omit [DecidableEq n] in
/-- A positive semidefinite observable has nonnegative trace with every orthogonal projector. -/
theorem energy_nonneg {A P : Matrix n n ℂ} (hA : A.PosSemidef) (hP : P.IsHermitian)
    (hPP : P * P = P) : 0 ≤ energy A P := by
  have h := (hA.conjTranspose_mul_mul_same P).trace_nonneg
  rw [hP.eq, trace_mul_comm, ← mul_assoc, hPP, trace_mul_comm] at h
  exact (Complex.le_def.1 h).1
```

For positive semidefinite $A$ and a projector $P$,
$$\operatorname{tr}(AP)=\operatorname{tr}(AP^2)=\operatorname{tr}(P^\dagger AP)\ge 0.$$
The `rw` line carries out this cyclic rearrangement in reverse.

```lean
omit [DecidableEq n] in
/-- Two distinct `N`-electron density matrices have overlap `tr (D P)` below `N`. -/
theorem overlap_lt {D P : Matrix n n ℂ} {N : ℕ} (hD : IsDensity N D) (hP : IsDensity N P)
    (hne : P ≠ D) : energy D P < N := by
  have h0 : 0 ≤ ((D - P)ᴴ * (D - P)).trace :=
    (posSemidef_conjTranspose_mul_self (D - P)).trace_nonneg
  have h1 : ((D - P)ᴴ * (D - P)).trace ≠ 0 := fun h =>
    hne (sub_eq_zero.1 (trace_conjTranspose_mul_self_eq_zero_iff.1 h)).symm
  have h2 := (Complex.lt_def.1 (lt_of_le_of_ne h0 h1.symm)).1
  rw [conjTranspose_sub, hD.herm.eq, hP.herm.eq, sub_mul, mul_sub, mul_sub, hD.idem, hP.idem,
    trace_sub, trace_sub, trace_sub, trace_mul_comm P D, hD.electrons, hP.electrons] at h2
  simp only [Complex.zero_re, Complex.sub_re, Complex.natCast_re] at h2
  unfold energy
  linarith
```

For distinct densities $D-P\neq0$, so
$$0<\operatorname{tr}[(D-P)^\dagger(D-P)]=2N-2\operatorname{tr}(DP),$$
which gives $\operatorname{tr}(DP)<N$. In the proof, `h0` supplies nonnegativity and `h1` excludes zero.

## Moving one electron

```lean
omit [DecidableEq n] in
/-- A level `ε` of `F` in the range of `R` carries a one-electron density matrix `U` with
`R U = U` and `F U = ε U`. -/
theorem orbital_density {F R : Matrix n n ℂ} {ε : ℝ} (h : ε ∈ levels F R) :
    ∃ U, IsDensity 1 U ∧ R * U = U ∧ F * U = (ε : ℂ) • U := by
  obtain ⟨u, hu, hRu, hFu⟩ := h
  have hs : ∑ j, star (u j) * u j = 1 := hu
  have hM : ∀ M : Matrix n n ℂ,
      M * vecMulVec u (star u) = vecMulVec (M *ᵥ u) (star u) := by
    intro M
    ext i j
    simp [mul_apply, vecMulVec_apply, mulVec, dotProduct, Finset.sum_mul, mul_assoc]
  have hUu : vecMulVec u (star u) *ᵥ u = u := by
    ext i
    change ∑ j, u i * star (u j) * u j = u i
    simp_rw [mul_assoc]
    rw [← Finset.mul_sum, hs, mul_one]
  refine ⟨vecMulVec u (star u), ⟨?_, by rw [hM, hUu], ?_⟩, by rw [hM, hRu], ?_⟩
  · ext i j
    simp [vecMulVec_apply, conjTranspose_apply, mul_comm]
  · rw [Nat.cast_one]
    exact (Finset.sum_congr rfl fun i _ => mul_comm _ _).trans hs
  · rw [hM, hFu]
    ext i j
    simp [vecMulVec_apply, mul_assoc]
```

A level with normalised orbital $u$ yields the one-electron density $U=uu^\dagger$, written `vecMulVec u (star u)`. Directly, $U^\dagger=U$, $U^2=u(u^\dagger u)u^\dagger=U$ and $\operatorname{tr}U=u^\dagger u=1$. Also $RU=U$ and $FU=\varepsilon U$. The auxiliary fact `hM` is $M(uu^\dagger)=(Mu)u^\dagger$.

```lean
/-- Moving one electron from an occupied level `ε` to a virtual level `η` gives another
`N`-electron density matrix, whose level-shifted energy differs by `η + b - ε`. -/
theorem single_excitation {F D : Matrix n n ℂ} {N : ℕ} (hD : IsDensity N D) {ε η : ℝ}
    (hε : ε ∈ levels F D) (hη : η ∈ levels F (1 - D)) :
    ∃ P, IsDensity N P ∧ P ≠ D ∧
      ∀ b, energy (shifted F D b) P = energy (shifted F D b) D + (η + b - ε) := by
  obtain ⟨U, hU, hDU, hFU⟩ := orbital_density hε
  obtain ⟨W, hW, hDW', hFW⟩ := orbital_density hη
  have hDW : D * W = 0 := by
    rw [sub_mul, one_mul] at hDW'
    exact sub_eq_self.1 hDW'
  have hUD : U * D = U := by
    simpa [conjTranspose_mul, hU.herm.eq, hD.herm.eq] using congrArg conjTranspose hDU
  have hWD : W * D = 0 := by
    simpa [conjTranspose_mul, hW.herm.eq, hD.herm.eq] using congrArg conjTranspose hDW
  have hUW : U * W = 0 := by rw [← hUD, mul_assoc, hDW, mul_zero]
  have hWU : W * U = 0 := by rw [← hDU, ← mul_assoc, hWD, zero_mul]
  refine ⟨D - U + W, ⟨(hD.herm.sub hU.herm).add hW.herm, ?_, ?_⟩, ?_, ?_⟩
  · simp only [mul_add, add_mul, mul_sub, sub_mul, hD.idem, hU.idem, hW.idem, hDU, hUD,
      hDW, hWD, hUW, hWU]
    abel
  · rw [trace_add, trace_sub, hD.electrons, hU.electrons, hW.electrons]
    ring
  · intro h
    -- the emptied orbital `U` would have to vanish
    have h0 : U = 0 := calc
      U = U * D := hUD.symm
      _ = U * (D - U + W) := by rw [h]
      _ = 0 := by rw [mul_add, mul_sub, hUD, hU.idem, hUW, sub_self, add_zero]
    have ht := hU.electrons
    rw [h0] at ht
    simp at ht
  · intro b
    have h : shifted F D b * (D - U + W) =
        shifted F D b * D - (ε : ℂ) • U + ((η + b : ℝ) : ℂ) • W := by
      simp only [shifted, mul_add, mul_sub, add_mul, sub_mul, smul_mul_assoc, one_mul,
        hDU, hDW, hFU, hFW, Complex.ofReal_add]
      module
    unfold energy
    rw [h, trace_add, trace_sub, trace_smul, trace_smul, hU.electrons, hW.electrons]
    simp only [Complex.add_re, Complex.sub_re, smul_eq_mul, Complex.re_ofReal_mul,
      Nat.cast_one, Complex.one_re]
    ring
```

Let $U$ belong to an occupied level $\varepsilon$ and $W$ to a virtual level $\eta$. Then $DU=U$ and $DW=0$; taking adjoints, $UD=U$ and $WD=0$. Hence $UW=UDW=0$ and $WU=WDU=0$.

Put $P=D-U+W$. It is Hermitian, and the products above give
$$P^2=D-U-U+U+W=P,\qquad \operatorname{tr}P=N-1+1=N.$$
If $P=D$, then $U=UD=UP=U-U+0=0$, contradicting $\operatorname{tr}U=1$. Finally $F_bU=\varepsilon U$ and $F_bW=(\eta+b)W$, so
$$\operatorname{tr}(F_bP)=\operatorname{tr}(F_bD)+\eta+b-\varepsilon.$$
The four parts of the Lean proof after `refine` establish these properties in turn.

## The threshold

```lean
/-- Let Hermitian `F` commute with the `N`-electron density matrix `D`, with highest occupied
level `εH` and lowest virtual level `εL`. Then `D` is the unique minimizer of the level-shifted
energy exactly when the shift `b` exceeds `εH - εL`. -/
theorem unique_minimizer_iff {F D : Matrix n n ℂ} {N : ℕ} (hF : F.IsHermitian)
    (hD : IsDensity N D) (hc : F * D = D * F) {εH εL : ℝ} (hH : IsGreatest (levels F D) εH)
    (hL : IsLeast (levels F (1 - D)) εL) (b : ℝ) :
    IsUniqueMinimizer N (shifted F D b) D ↔ εH - εL < b := by
  constructor
  · rintro ⟨-, h⟩
    obtain ⟨P, hP, hne, hE⟩ := single_excitation hD hH.1 hL.1
    have h' := h P hP hne
    rw [hE b] at h'
    linarith
  · intro hb
    refine ⟨hD, fun P hP hne => ?_⟩
    have hQ : ∀ R : Matrix n n ℂ, R * R = R → (1 - R) * (1 - R) = 1 - R := by
      intro R hR
      simp only [mul_sub, sub_mul, mul_one, one_mul, hR]
      abel
    -- occupied levels are at most `εH`, virtual levels at least `εL`
    have hA := energy_nonneg (posSemidef_of_levels_le hF hD.herm hD.idem hc
      fun ε h => hH.2 h) (isHermitian_one.sub hP.herm) (hQ P hP.idem)
    have hB := energy_nonneg (posSemidef_of_levels_le (F := -F) (t := -εL) hF.neg
      (isHermitian_one.sub hD.herm) (hQ D hD.idem)
      (by rw [neg_mul, mul_neg, mul_sub, sub_mul, hc, mul_one, one_mul]) (by
        rintro ε ⟨v, hv, hRv, hFv⟩
        have h := hL.2 (show -ε ∈ levels F (1 - D) from ⟨v, hv, hRv, by
          rw [neg_mulVec] at hFv
          rw [Complex.ofReal_neg, neg_smul, ← hFv, neg_neg]⟩)
        linarith)) hP.herm hP.idem
    have hgap := mul_pos (show 0 < εL + b - εH by linarith) (sub_pos.2 (overlap_lt hD hP hne))
    -- the difference splits into these three contributions and a term of zero trace
    have key : shifted F D b * P - shifted F D b * D =
        D * ((εH : ℂ) • 1 - F) * (1 - P) + (1 - D) * (((-εL : ℝ) : ℂ) • 1 - -F) * P
          + ((εL + b - εH : ℝ) : ℂ) • (P - D * P) + (εH : ℂ) • (P - D) := by
      simp only [shifted, mul_sub, sub_mul, add_mul, smul_mul_assoc, mul_smul_comm, one_mul,
        mul_one, mul_neg, neg_mul, hD.idem, hc, mul_assoc, Complex.ofReal_neg,
        Complex.ofReal_add, Complex.ofReal_sub]
      module
    have h := congrArg (fun M => (Matrix.trace M).re) key
    simp only [trace_add, trace_sub, trace_smul, hP.electrons, hD.electrons, smul_eq_mul,
      Complex.add_re, Complex.sub_re, Complex.re_ofReal_mul, Complex.natCast_re, sub_self,
      mul_zero, add_zero] at h
    unfold energy at *
    linarith
```

The hypothesis `IsGreatest (levels F D) εH` says that $\varepsilon_H$ is an occupied level and that no occupied level is higher; `IsLeast` does the same for $\varepsilon_L$ from below. The theorem assumes these two extremes, which requires at least one occupied and one virtual orbital. The shift may have either sign.

**Necessity.** Move an electron from $\varepsilon_H$ to $\varepsilon_L$. Unique minimality makes the cost $\varepsilon_L+b-\varepsilon_H$ positive.

**Sufficiency.** For any $N$-electron density $P$,
$$\begin{aligned}\operatorname{tr}(F_bP)-\operatorname{tr}(F_bD)={}&\operatorname{tr}[D(\varepsilon_H-F)(1-P)]\\&+\operatorname{tr}[(1-D)(F-\varepsilon_L)P]\\&+(\varepsilon_L+b-\varepsilon_H)(N-\operatorname{tr}DP).\end{aligned}$$
Expanding the right side, the terms in $\varepsilon_H$, $\varepsilon_L$ and $\operatorname{tr}(DFP)$ cancel, leaving $\operatorname{tr}(FP)-\operatorname{tr}(FD)+b(N-\operatorname{tr}DP)$, which is the left side. The first two traces are nonnegative by the positivity lemmas. The last term is positive when $P\neq D$ and $b>\varepsilon_H-\varepsilon_L$.

In Lean these contributions are `hA`, `hB` and `hgap`. For `hB`, the upper-bound lemma is applied to $-F$ with $t=-\varepsilon_L$. The matrix identity `key` has an extra term $\varepsilon_H(P-D)$, whose trace vanishes.

Commutation matters for sufficiency. Take a $4\times4$ matrix $F$ whose only nonzero entries are $F_{24}=F_{42}=1$, counting from 1, and $D=\operatorname{diag}(1,1,0,0)$. Both level sets are $\{0\}$, so the threshold would be $0$. Yet replacing the occupied basis vector $e_2$ by $\cos\theta\,e_2+\sin\theta\,e_4$ changes the shifted energy by $2\sin\theta\cos\theta+b\sin^2\theta$, which is negative for small negative $\theta$. No shift makes this $D$ a minimizer.

In an SCF program, the step amounts to adding $b$ to the diagonal of the virtual block in the current orbital basis, diagonalising, and filling the lowest $N$ orbitals. At a stationary non-aufbau density, a shift above the threshold returns the same occupied space; one diagonalisation of the unshifted $F$ with aufbau filling does not.

For four-component calculations in a finite basis, $1-D$ also contains the negative-energy orbitals, which push the threshold to roughly twice the electron rest energy or more. The lowest of them sets its value, and tight basis functions can place that orbital much further down. If occupations are chosen only among positive-energy eigenvectors of $F$, the theorem applies to that block, with its own lowest virtual level.

## A two-level non-aufbau case

```lean
/-- The two-level Fock matrix `diag(-1, 1)` with only the upper level occupied has highest
occupied level `1` and lowest virtual level `-1`, and meets the hypotheses on `F` and `D`. -/
theorem nonaufbau_witness :
    let F : Matrix (Fin 2) (Fin 2) ℂ := !![-1, 0; 0, 1]
    let D : Matrix (Fin 2) (Fin 2) ℂ := !![0, 0; 0, 1]
    F.IsHermitian ∧ IsDensity 1 D ∧ F * D = D * F ∧
      IsGreatest (levels F D) 1 ∧ IsLeast (levels F (1 - D)) (-1) := by
  intro F D
  -- where `F` acts as the number `c`, every level equals `c`
  have key : ∀ (R : Matrix (Fin 2) (Fin 2) ℂ) (c : ℝ), F * R = (c : ℂ) • R →
      ∀ ε ∈ levels F R, ε = c := by
    rintro R c h ε ⟨v, hv, hRv, hFv⟩
    have h1 : (ε : ℂ) • v = (c : ℂ) • v := calc
      (ε : ℂ) • v = F *ᵥ (R *ᵥ v) := by rw [hRv, hFv]
      _ = (c : ℂ) • v := by rw [mulVec_mulVec, h, smul_mulVec, hRv]
    have h2 := congrArg (fun w => star v ⬝ᵥ w) h1
    simp only [dotProduct_smul, hv, smul_eq_mul, mul_one] at h2
    exact_mod_cast h2
  have hQ : 1 - D = !![1, 0; 0, 0] := by
    ext i j
    fin_cases i <;> fin_cases j <;> simp [D]
  rw [hQ]
  refine ⟨?_, ⟨?_, ?_, ?_⟩, ?_, ⟨⟨![0, 1], ?_, ?_, ?_⟩, fun ε h => (key _ 1 ?_ ε h).le⟩,
    ⟨⟨![1, 0], ?_, ?_, ?_⟩, fun ε h => (key _ (-1) ?_ ε h).ge⟩⟩
  case refine_4 => simp [D, trace_fin_two]
  case refine_6 => simp [dotProduct, Fin.sum_univ_two]
  case refine_10 => simp [dotProduct, Fin.sum_univ_two]
  case refine_7 | refine_8 | refine_11 | refine_12 =>
    ext i
    fin_cases i <;> simp [F, D, mulVec, dotProduct, Fin.sum_univ_two]
  all_goals
    ext i j
    fin_cases i <;> fin_cases j <;> simp [F, D, mul_apply, Fin.sum_univ_two]

end LevelShiftThreshold
```

Here $F=\operatorname{diag}(-1,1)$ and only the upper level is filled, so $\varepsilon_H=1$ and $\varepsilon_L=-1$. The preceding theorem puts the threshold at $2$. Unshifted, this density has energy $1$ and the aufbau density $-1$; for $b>2$ the empty level has been lifted above the filled one.

In the proof, `key` shows that if $FR=cR$, every level in the range of $R$ equals $c$: for such an orbital, $\varepsilon v=FRv=cRv=cv$, and the product with $v^\dagger$ gives $\varepsilon=c$. The vectors `![0, 1]` and `![1, 0]` show that the two levels occur, and the other conditions are checked entry by entry.

```lean
#print axioms LevelShiftThreshold.unique_minimizer_iff
```

```
'LevelShiftThreshold.unique_minimizer_iff' depends on axioms: [propext, Classical.choice, Quot.sound]
```
